# The nth moment of the Planck factor is n! times the sum of 1/kⁿ⁺¹, when that sum converges

The factor 1/(eˣ − 1) is the mean occupation of a mode of non-interacting bosons at zero chemical potential, with x the mode's energy divided by kT. The theorem `planck_moment` says that if the sum of 1/kⁿ⁺¹ over the positive integers k converges to z, then the integral of xⁿ/(eˣ − 1) over x > 0 is n! z. It takes the convergence as a hypothesis and does not evaluate z. The proof expands the factor as a geometric series of Boltzmann exponentials, integrates each term with `boltzmann_moment`, and exchanges sum and integral using the summability of the integrals of the norms.

This version doesn't compile in Lean 4 with Mathlib:

```lean
import Mathlib

open MeasureTheory Set Filter Topology Real

namespace PlanckMoment

noncomputable section

/-- The moment of order `n` of a Boltzmann exponential with decay rate `r > 0` is
`n! / r ^ (n + 1)`. -/
theorem boltzmann_moment (n : ℕ) {r : ℝ} (hr : 0 < r) :
    ∫ x in Ioi (0 : ℝ), x ^ n * Real.exp (-(r * x)) = n.factorial / r ^ (n + 1) := by
  have h := Real.integral_rpow_mul_exp_neg_mul_Ioi (a := (n : ℝ) + 1) (by positivity) hr
  rw [Real.Gamma_nat_eq_factorial] at h
  simp only [add_sub_cancel_right, Real.rpow_natCast] at h
  have e : (n : ℝ) + 1 = ((n + 1 : ℕ) : ℝ) := by norm_num
  rw [h, e, Real.rpow_natCast, one_div, inv_pow, div_eq_mul_inv, mul_comm]

/-- If the sum of `1 / k ^ (n + 1)` over the positive integers converges to `z`, the Planck moment
of order `n` is `n! z`. -/
theorem planck_moment (n : ℕ) {z : ℝ}
    (hz : HasSum (fun k : ℕ => 1 / ((k : ℝ) + 1) ^ (n + 1)) z) :
    ∫ x in Ioi (0 : ℝ), x ^ n / (Real.exp x - 1) = n.factorial * z := by
  let F : ℕ → ℝ → ℝ := fun k x => x ^ n * Real.exp (-(((k : ℝ) + 1) * x))
  have hF : ∀ k, ∫ x in Ioi (0 : ℝ), F k x = n.factorial / ((k : ℝ) + 1) ^ (n + 1) :=
    fun k => boltzmann_moment n (by positivity)
  have hs : HasSum (fun k => ∫ x in Ioi (0 : ℝ), F k x) (n.factorial * z) := by
    have e : (fun k => ∫ x in Ioi (0 : ℝ), F k x) =
        fun k : ℕ => (n.factorial : ℝ) * (1 / ((k : ℝ) + 1) ^ (n + 1)) := by
      funext k
      rw [hF k, mul_one_div]
    rw [e]
    exact hz.mul_left _
  have hint : ∀ k, Integrable (F k) (volume.restrict (Ioi 0)) := by
    intro k
    by_contra h
    have h1 := hF k
    rw [integral_undef h] at h1
    have h2 : 0 < (n.factorial : ℝ) / ((k : ℝ) + 1) ^ (n + 1) := by positivity
    linarith
  have hnorm : Summable (fun k => ∫ x in Ioi (0 : ℝ), ‖F k x‖) := by
    have e : (fun k => ∫ x in Ioi (0 : ℝ), ‖F k x‖) = fun k => ∫ x in Ioi (0 : ℝ), F k x := by
      funext k
      refine setIntegral_congr_fun measurableSet_Ioi (fun x hx => ?_)
      exact Real.norm_of_nonneg
        (mul_nonneg (pow_nonneg (mem_Ioi.1 hx).le n) (Real.exp_pos _).le)
    rw [e]
    exact hs.summable
  -- the Planck factor is a geometric series of Boltzmann exponentials
  have hgeo : ∫ x in Ioi (0 : ℝ), x ^ n / (Real.exp x - 1) =
      ∫ x in Ioi (0 : ℝ), ∑' k, F k x := by
    refine setIntegral_congr_fun measurableSet_Ioi (fun x hx => ?_)
    have hx0 : 0 < x := hx
    have hlt : Real.exp (-x) < 1 := Real.exp_lt_one (by linarith)
    have hE : Real.exp (-x) * Real.exp x = 1 := by rw [← Real.exp_add]; simp
    have ha : Real.exp x - 1 ≠ 0 := by linarith [Real.add_one_le_exp x] |> ne_of_gt
    have hb : 1 - Real.exp (-x) ≠ 0 := (sub_pos.2 hlt).ne'
    have hg := (hasSum_geometric_of_lt_one (Real.exp_pos (-x)).le hlt).mul_left
      (x ^ n * Real.exp (-x))
    have e : (fun k => F k x) = fun k : ℕ => x ^ n * Real.exp (-x) * Real.exp (-x) ^ k := by
      funext k
      change x ^ n * Real.exp (-(((k : ℝ) + 1) * x)) = _
      rw [← Real.exp_nat_mul, mul_assoc, ← Real.exp_add]
      congr 2
      ring
    change x ^ n / (Real.exp x - 1) = ∑' k, F k x
    rw [e, hg.tsum_eq, ← div_eq_mul_inv, div_eq_div_iff ha hb]
    linear_combination (-x ^ n) * hE
  rw [hgeo]
  exact (hasSum_integral_of_summable_integral_norm hint hnorm).unique hs

end

end PlanckMoment
```

The compiler's answer:

```
Main.lean:54:36: error(lean.unknownIdentifier): Unknown constant `Real.exp_lt_one`
```

Diagnosis. The message says that Lean knows no constant called `Real.exp_lt_one` in the Mathlib this file imports. The proof calls it in `hlt`, to show that e⁻ˣ < 1 for positive x, which the geometric series needs in order to converge. The inequality is true; only the name cited for it is missing.

The repair uses `Real.exp_lt_one_iff`, which says that an exponential is less than 1 exactly when its exponent is negative. Because this is an equivalence, `.2` is needed to pick the direction from the negative exponent to the bound on the exponential. What remains to be shown is `-x < 0`, and `linarith` gets it from `hx0`.

The change to `ha` is mere tidying. `e |> f` is another way of writing `f e`, so the old and new lines both apply `ne_of_gt` to the inequality proved by `linarith`, and the message does not concern that line.

This version goes through:

```diff
@@ -52,7 +52,7 @@
     refine setIntegral_congr_fun measurableSet_Ioi (fun x hx => ?_)
     have hx0 : 0 < x := hx
-    have hlt : Real.exp (-x) < 1 := Real.exp_lt_one (by linarith)
+    have hlt : Real.exp (-x) < 1 := Real.exp_lt_one_iff.2 (by linarith)
     have hE : Real.exp (-x) * Real.exp x = 1 := by rw [← Real.exp_add]; simp
-    have ha : Real.exp x - 1 ≠ 0 := by linarith [Real.add_one_le_exp x] |> ne_of_gt
+    have ha : Real.exp x - 1 ≠ 0 := ne_of_gt (by linarith [Real.add_one_le_exp x])
     have hb : 1 - Real.exp (-x) ≠ 0 := (sub_pos.2 hlt).ne'
     have hg := (hasSum_geometric_of_lt_one (Real.exp_pos (-x)).le hlt).mul_left
```
